# For G = E_pq − E_qp with p ≠ q, the real matrix 1 + G + G² is orthogonal with determinant one

For two different orbitals p and q in a finite orthonormal set, let G = E_pq − E_qp be the generator of real rotations mixing them, where E_pq is the matrix with a one in row p, column q and zeros elsewhere. The theorem `quarterTurn_rotation` says that the real matrix R = 1 + G + G² satisfies RᵀR = 1 and det R = 1, so it describes a proper rotation among these orbitals. The proof first establishes Gᵀ = −G and G³ = −G, and gets orthogonality from these by noncommutative algebra. For the determinant it uses R(1 − G) = 1 + G: the two matrices 1 − G and 1 + G are transposes of each other, so their determinants agree, and since that common value is nonzero it can be cancelled.

Lean 4 with Mathlib refuses this proof:

```lean
import Mathlib

open Matrix

namespace OrbitalRotationCommutant

variable {n : Type*} [Fintype n] [DecidableEq n]

/-- The generator `E_pq - E_qp` of real rotations mixing the orbitals `p` and `q`. -/
def rotGen (p q : n) : Matrix n n ℝ :=
  Matrix.single p q 1 - Matrix.single q p 1

/-- The matrix `1 + G + G²` built from the generator `G = E_pq - E_qp`. -/
def quarterTurn (p q : n) : Matrix n n ℝ :=
  1 + rotGen p q + rotGen p q * rotGen p q

omit [Fintype n] in
/-- The entries of a rotation generator, written with Kronecker deltas. -/
theorem rotGen_apply (p q i j : n) :
    rotGen p q i j =
      (if p = i then 1 else 0) * (if q = j then 1 else 0)
        - (if q = i then 1 else 0) * (if p = j then 1 else 0) := by
  have h : ∀ a b : n, Matrix.single a b (1 : ℝ) i j =
      (if a = i then 1 else 0) * (if b = j then 1 else 0) := by
    intro a b
    by_cases h1 : a = i <;> by_cases h2 : b = j <;> simp [h1, h2]
  rw [rotGen, Matrix.sub_apply, h, h]

/-- For two different orbitals, `1 + G + G²` is a rotation: it is orthogonal and has
determinant one. -/
theorem quarterTurn_rotation (p q : n) (hpq : p ≠ q) :
    (quarterTurn p q)ᵀ * quarterTurn p q = 1 ∧ (quarterTurn p q).det = 1 := by
  have hT : (rotGen p q)ᵀ = -rotGen p q := by
    ext i j
    simp only [Matrix.transpose_apply, Matrix.neg_apply, rotGen_apply]
    ring
  have h3 : rotGen p q * rotGen p q * rotGen p q = -rotGen p q := by
    simp [rotGen, mul_sub, sub_mul, hpq, hpq.symm]
  unfold quarterTurn
  generalize rotGen p q = G at hT h3 ⊢
  have h4 : G * G * G * G = -(G * G) := by rw [h3, neg_mul]
  constructor
  · rw [Matrix.transpose_add, Matrix.transpose_add, Matrix.transpose_mul,
      Matrix.transpose_one, hT]
    linear_combination (norm := noncomm_ring) h4
  · -- Cayley form: the rotation carries 1 - G to 1 + G, its transpose
    have hc : (1 + G + G * G) * (1 - G) = 1 + G := by
      linear_combination (norm := noncomm_ring) (-1 : ℤ) • h3
    have hdet : (1 + G).det = (1 - G).det := by
      rw [← Matrix.det_transpose (1 - G), Matrix.transpose_sub, Matrix.transpose_one, hT,
        sub_neg_eq_add]
    have hinv : (1 - G) * ((1 + G) * (1 + 1 + G * G)) = (2 : ℝ) • 1 := by
      rw [two_smul]
      linear_combination (norm := noncomm_ring) (-1 : ℤ) • h4
    have hne : (1 - G).det ≠ 0 := by
      intro h0
      have e := congrArg Matrix.det hinv
      rw [Matrix.det_mul, h0, zero_mul, Matrix.det_smul, Matrix.det_one, mul_one] at e
      exact pow_ne_zero _ (two_ne_zero) e.symm
    have e := congrArg Matrix.det hc
    rw [Matrix.det_mul, hdet] at e
    exact mul_right_cancel₀ hne (e.trans (one_mul _).symm)

end OrbitalRotationCommutant
```

Lean reports:

```
Main.lean:37:66: error: unsolved goals
n : Type u_1
inst✝¹ : Fintype n
inst✝ : DecidableEq n
p q : n
hpq : p ≠ q
hT : (rotGen p q)ᵀ = -rotGen p q
⊢ -single p q 1 + single q p 1 = single q p 1 - single p q 1
```

The one error is in the proof of `h3`, the identity G³ = −G. "Unsolved goals" means here that `simp` made progress but did not finish. It expanded the products and evaluated the products of matrix units, leaving −E_pq + E_qp = E_qp − E_pq, with the matrix units written as `single p q 1` and `single q p 1`.

This remaining equation is true, and no fact about matrix multiplication is missing. The two sides are the same sum written differently: one has the negated term first, the other has a subtraction. To match them one must read subtraction as adding a negative and swap the two terms, and the `simp` call did not do this.

The diff adds `abel` after `simp`. That tactic proves equalities that follow from the laws of commutative additive groups, and matrix addition obeys those laws. It brings both sides to a common form and closes the goal. Nothing else in the file changes.

As a diff, the version that Lean accepts:

```diff
@@ -37,4 +37,5 @@
   have h3 : rotGen p q * rotGen p q * rotGen p q = -rotGen p q := by
     simp [rotGen, mul_sub, sub_mul, hpq, hpq.symm]
+    abel
   unfold quarterTurn
   generalize rotGen p q = G at hT h3 ⊢
```
